# Root error of a linearised Hermitian secular problem with positive slope

A secular matrix $M(E)$ can be called singular because its determinant vanishes or because it annihilates a nonzero vector. For finite matrices the two agree; the file takes the null vector as its definition, since the error estimate starts from that vector. The matrices are treated as linear operators, with sizes measured in the operator norm.

## Operators and Hermiticity

In Lean 4 with Mathlib:

```lean
import Mathlib

open scoped InnerProductSpace

namespace EnergyLinearisation

noncomputable section

variable {V : Type*} [NormedAddCommGroup V] [InnerProductSpace ℂ V]
```

`V` is a complex inner product space, the space of coefficient vectors. Finite dimension is added later, where eigenbases are needed. The notation `⟪x, y⟫_ℂ` is the inner product $\langle x,y\rangle$, conjugate-linear in $x$.

```lean
/-- A secular operator is singular when it annihilates some nonzero vector. -/
def IsSingular (A : V →L[ℂ] V) : Prop := ∃ v, v ≠ 0 ∧ A v = 0
```

`V →L[ℂ] V` is the type of continuous linear operators on `V`. `IsSingular A` says that $Av=0$ for some $v\neq0$.

```lean
/-- An operator is Hermitian when it can be moved across the inner product. -/
def IsHermitianOp (A : V →L[ℂ] V) : Prop := ∀ x y, ⟪A x, y⟫_ℂ = ⟪x, A y⟫_ℂ
```

This is $\langle Ax,y\rangle=\langle x,Ay\rangle$ for all $x,y$.

```lean
/-- Adding a real multiple of a Hermitian operator to a Hermitian operator gives a
Hermitian operator. -/
theorem hermitian_add_smul {A B : V →L[ℂ] V} (hA : IsHermitianOp A)
    (hB : IsHermitianOp B) (d : ℝ) : IsHermitianOp (A + d • B) := by
  intro x y
  have e : ∀ z, (A + d • B) z = A z + (d : ℂ) • B z := fun z => by
    rw [Complex.coe_smul]; rfl
  rw [e, e, inner_add_left, inner_add_right, inner_smul_left, inner_smul_right,
    Complex.conj_ofReal, hA x y, hB x y]
```

For real $d$,
$$\langle(A+dB)x,y\rangle=\langle Ax,y\rangle+d\langle Bx,y\rangle=\langle x,(A+dB)y\rangle.$$
The rewriting steps expand both sides in this way and use that $d$ equals its own conjugate.

```lean
/-- The energy derivative of a Hermitian operator family is Hermitian. -/
theorem hermitian_slope {M : ℝ → V →L[ℂ] V} {D : V →L[ℂ] V} {E0 : ℝ}
    (hM : ∀ t, IsHermitianOp (M t)) (hD : HasDerivAt M D E0) : IsHermitianOp D := by
  intro x y
  -- evaluation at a fixed vector is a bounded real-linear map
  have ev : ∀ z : V, HasDerivAt (fun t => M t z) (D z) E0 := fun z => by
    let L : (V →L[ℂ] V) →L[ℝ] V := LinearMap.mkContinuous
      { toFun := fun A => A z
        map_add' := fun _ _ => rfl
        map_smul' := fun _ _ => rfl } ‖z‖
      (fun A => by simpa [mul_comm] using A.le_opNorm z)
    exact L.hasFDerivAt.comp_hasDerivAt E0 hD
  have h1 := (ev x).inner ℂ (hasDerivAt_const E0 y)
  have h2 := (hasDerivAt_const E0 x).inner ℂ (ev y)
  have h3 : (fun t => ⟪M t x, y⟫_ℂ) = fun t => ⟪x, M t y⟫_ℂ := funext fun t => hM t x y
  rw [h3] at h1
  simpa using h1.unique h2
```

`HasDerivAt M D E0` says that $M$ has derivative $D$ at $E_0$. Differentiating $\langle M(t)x,y\rangle=\langle x,M(t)y\rangle$ there gives $\langle Dx,y\rangle=\langle x,Dy\rangle$. In the proof, `ev` differentiates $M(t)z$ for a fixed vector $z$, `h1` and `h2` differentiate the two sides, and uniqueness of the derivative equates them.

## From curvature to a small residual

```lean
/-- With curvature at most `K` between `E0` and `E`, the linearised family misses the true
one at `E` by at most `K (E - E0)² / 2` in norm. -/
theorem linearisation_remainder {F : Type*} [NormedAddCommGroup F] [NormedSpace ℝ F]
    {M M' M'' : ℝ → F} {K E0 E : ℝ}
    (h1 : ∀ t ∈ Set.uIcc E0 E, HasDerivAt M (M' t) t)
    (h2 : ∀ t ∈ Set.uIcc E0 E, HasDerivAt M' (M'' t) t)
    (hK : ∀ t ∈ Set.uIcc E0 E, ‖M'' t‖ ≤ K) :
    ‖M E - (M E0 + (E - E0) • M' E0)‖ ≤ K * (E - E0) ^ 2 / 2 := by
  have seg : ∀ s ∈ Set.Icc (0 : ℝ) 1, E0 + s * (E - E0) ∈ Set.uIcc E0 E := fun s hs => by
    simpa only [smul_eq_mul] using
      (convex_uIcc E0 E).add_smul_sub_mem Set.left_mem_uIcc Set.right_mem_uIcc hs
  have hf : ∀ s ∈ Set.Icc (0 : ℝ) 1, HasDerivAt
      (fun s : ℝ => M (E0 + s * (E - E0)) - (M E0 + (s * (E - E0)) • M' E0))
      ((E - E0) • (M' (E0 + s * (E - E0)) - M' E0)) s := by
    intro s hs
    have hl : HasDerivAt (fun s : ℝ => s * (E - E0)) (E - E0) s := by
      simpa using (hasDerivAt_id' s).mul_const (E - E0)
    have hc := (h1 _ (seg s hs)).scomp s (hl.const_add E0)
    have h := hc.fun_sub ((hl.smul_const (M' E0)).const_add (M E0))
    rw [smul_sub]
    exact h
  -- the slope changes at most linearly along the segment
  have hb : ∀ s ∈ Set.Icc (0 : ℝ) 1,
      ‖(E - E0) • (M' (E0 + s * (E - E0)) - M' E0)‖ ≤ K * (E - E0) ^ 2 * s := by
    intro s hs
    have h := Convex.norm_image_sub_le_of_norm_hasDerivWithin_le
      (fun t ht => (h2 t ht).hasDerivWithinAt) hK (convex_uIcc E0 E)
      Set.left_mem_uIcc (seg s hs)
    rw [add_sub_cancel_left, norm_mul, Real.norm_eq_abs, Real.norm_eq_abs,
      abs_of_nonneg hs.1] at h
    calc _ = |E - E0| * ‖M' (E0 + s * (E - E0)) - M' E0‖ := by
          rw [norm_smul, Real.norm_eq_abs]
      _ ≤ |E - E0| * (K * (s * |E - E0|)) := mul_le_mul_of_nonneg_left h (abs_nonneg _)
      _ = K * (E - E0) ^ 2 * s := by rw [← sq_abs (E - E0)]; ring
  have hB : ∀ s : ℝ, HasDerivAt (fun s : ℝ => K * (E - E0) ^ 2 / 2 * (s * s))
      (K * (E - E0) ^ 2 * s) s := fun s =>
    (((hasDerivAt_id' s).fun_mul (hasDerivAt_id' s)).const_mul _).congr_deriv (by ring)
  have h := image_norm_le_of_norm_deriv_right_le_deriv_boundary
    (fun s hs => (hf s hs).continuousAt.continuousWithinAt)
    (fun s hs => (hf s (Set.Ico_subset_Icc_self hs)).hasDerivWithinAt)
    (by simp) hB (fun s hs => hb s (Set.Ico_subset_Icc_self hs))
    (Set.right_mem_Icc.mpr zero_le_one)
  simpa only [one_mul, add_sub_cancel, mul_one] using h
```

Write $\Delta=E-E_0$ and, for $0\le s\le1$,
$$f(s)=M(E_0+s\Delta)-M(E_0)-s\Delta\,M'(E_0).$$
Then $f(0)=0$ and $f'(s)=\Delta\,[M'(E_0+s\Delta)-M'(E_0)]$, which is `hf`. The mean-value inequality bounds the bracket by $Ks|\Delta|$, so $\|f'(s)\|\le K\Delta^2s$, which is `hb`. The right side is the derivative of $K\Delta^2s^2/2$ (`hB`), and comparing growth from $s=0$ to $s=1$ gives $\|f(1)\|\le K\Delta^2/2$. No continuity of $M''$ is needed. The set `Set.uIcc E0 E` is the closed interval between the two energies, in either order.

```lean
/-- In finite dimension, if a Hermitian operator sends a nonzero `w` to a vector of length at most
`ρ ‖w‖`, it has a real eigenvalue of modulus at most `ρ`. -/
theorem eigenvalue_of_residual [FiniteDimensional ℂ V] {T : V →ₗ[ℂ] V}
    (hT : T.IsSymmetric) {w : V} (hw : w ≠ 0) {ρ : ℝ} (h : ‖T w‖ ≤ ρ * ‖w‖) :
    ∃ μ : ℝ, |μ| ≤ ρ ∧ ∃ u, u ≠ 0 ∧ T u = (μ : ℂ) • u := by
  obtain ⟨b, l, hb⟩ : ∃ (b : OrthonormalBasis (Fin (Module.finrank ℂ V)) ℂ V)
      (l : Fin (Module.finrank ℂ V) → ℝ), ∀ i, T (b i) = (l i : ℂ) • b i :=
    ⟨hT.eigenvectorBasis rfl, hT.eigenvalues rfl, hT.apply_eigenvectorBasis rfl⟩
  by_contra hc
  have hl : ∀ i, ρ < |l i| := fun i => by
    by_contra hi
    exact hc ⟨l i, not_lt.mp hi, b i, b.orthonormal.ne_zero i, hb i⟩
  have hwp : 0 < ‖w‖ := norm_pos_iff.mpr hw
  have hρ : 0 ≤ ρ := le_of_mul_le_mul_right
    (by rw [zero_mul]; exact (norm_nonneg _).trans h) hwp
  have hsq : ∀ i, ρ ^ 2 < l i ^ 2 := fun i => by
    rw [← sq_abs (l i)]; nlinarith [hl i]
  have hco : ∀ i, ‖⟪b i, T w⟫_ℂ‖ ^ 2 = l i ^ 2 * ‖⟪b i, w⟫_ℂ‖ ^ 2 := fun i => by
    rw [← hT (b i) w, hb, inner_smul_left, Complex.conj_ofReal, norm_mul,
      Complex.norm_real, Real.norm_eq_abs, mul_pow, sq_abs]
  -- compare the two lengths component by component
  have hP := b.sum_sq_norm_inner_right w
  obtain ⟨j, -, hj⟩ := Finset.exists_ne_zero_of_sum_ne_zero
    (show ∑ i, ‖⟪b i, w⟫_ℂ‖ ^ 2 ≠ 0 by rw [hP]; positivity)
  have hlt : ∑ i, ρ ^ 2 * ‖⟪b i, w⟫_ℂ‖ ^ 2 < ∑ i, ‖⟪b i, T w⟫_ℂ‖ ^ 2 := by
    refine Finset.sum_lt_sum (fun i _ => ?_) ⟨j, Finset.mem_univ j, ?_⟩
    · rw [hco]; exact mul_le_mul_of_nonneg_right (hsq i).le (sq_nonneg _)
    · rw [hco]; exact mul_lt_mul_of_pos_right (hsq j) (lt_of_le_of_ne (sq_nonneg _) hj.symm)
  rw [← Finset.mul_sum, hP, b.sum_sq_norm_inner_right] at hlt
  nlinarith [pow_le_pow_left₀ (norm_nonneg _) h 2]
```

Let $b_i$ be an orthonormal eigenbasis, $Tb_i=l_ib_i$. Since $w\neq0$, the hypothesis $\|Tw\|\le\rho\|w\|$ forces $\rho\ge0$. If every $|l_i|$ exceeded $\rho$, then $l_i^2>\rho^2$ for all $i$ and
$$\|Tw\|^2=\sum_i l_i^2|\langle b_i,w\rangle|^2>\rho^2\sum_i|\langle b_i,w\rangle|^2=\rho^2\|w\|^2,$$
which contradicts $\|Tw\|\le\rho\|w\|$. The inequality is strict because $w\ne0$ has a nonzero component, the index `j` in the proof.

## Removing the overlap

```lean
/-- In finite dimension, a Hermitian overlap operator bounded below by `m > 0` is brought to the
identity by a Hermitian transformation `S`, that is `S B S = 1`. -/
theorem exists_orthogonalisation [FiniteDimensional ℂ V] {B : V →ₗ[ℂ] V}
    (hB : B.IsSymmetric) {m : ℝ} (hm : 0 < m)
    (hpos : ∀ x, m * ‖x‖ ^ 2 ≤ (⟪x, B x⟫_ℂ).re) :
    ∃ S : V →ₗ[ℂ] V, (∀ x y, ⟪S x, y⟫_ℂ = ⟪x, S y⟫_ℂ) ∧ ∀ x, S (B (S x)) = x := by
  obtain ⟨e, β, he⟩ : ∃ (e : OrthonormalBasis (Fin (Module.finrank ℂ V)) ℂ V)
      (β : Fin (Module.finrank ℂ V) → ℝ), ∀ i, B (e i) = (β i : ℂ) • e i :=
    ⟨hB.eigenvectorBasis rfl, hB.eigenvalues rfl, hB.apply_eigenvectorBasis rfl⟩
  have hβ : ∀ i, 0 < β i := fun i => by
    have h := hpos (e i)
    rw [he, inner_smul_right, inner_self_eq_norm_sq_to_K, e.orthonormal.1 i] at h
    exact hm.trans_le (by simpa using h)
  -- S is the inverse square root of B in its eigenbasis
  let s : Fin (Module.finrank ℂ V) → ℝ := fun i => (√(β i))⁻¹
  let S : V →ₗ[ℂ] V :=
    { toFun := fun x => ∑ i, ((s i : ℂ) * ⟪e i, x⟫_ℂ) • e i
      map_add' := fun x y => by
        simp only [inner_add_right, mul_add, add_smul, Finset.sum_add_distrib]
      map_smul' := fun c x => by
        simp only [inner_smul_right, RingHom.id_apply, Finset.smul_sum, smul_smul]
        exact Finset.sum_congr rfl fun i _ => by congr 1; ring }
  have hSx : ∀ x, S x = ∑ i, ((s i : ℂ) * ⟪e i, x⟫_ℂ) • e i := fun _ => rfl
  have hSe : ∀ j, S (e j) = (s j : ℂ) • e j := fun j => by
    rw [hSx]
    simp [orthonormal_iff_ite.mp e.orthonormal]
  refine ⟨S, fun x y => ?_, fun x => ?_⟩
  · rw [hSx, hSx, sum_inner, inner_sum]
    refine Finset.sum_congr rfl fun i _ => ?_
    rw [inner_smul_left, inner_smul_right, map_mul, Complex.conj_ofReal, inner_conj_symm]
    ring
  · have key : ∀ q c : ℝ, q ≠ 0 → q * q = c → q⁻¹ * c * q⁻¹ = 1 := by
      rintro q _ hq rfl
      field_simp
    have hid : S ∘ₗ B ∘ₗ S = LinearMap.id := e.toBasis.ext fun i => by
      have hc : (s i : ℂ) * (β i : ℂ) * (s i : ℂ) = 1 := by
        exact_mod_cast key _ _ (Real.sqrt_pos.mpr (hβ i)).ne' (Real.mul_self_sqrt (hβ i).le)
      rw [OrthonormalBasis.coe_toBasis]
      change S (B (S (e i))) = e i
      rw [hSe, LinearMap.map_smul, he, LinearMap.map_smul, LinearMap.map_smul, hSe,
        smul_smul, smul_smul, hc, one_smul]
    exact LinearMap.congr_fun hid x
```

The hypothesis `hpos` is $B\ge m$ as a quadratic form: $m\|x\|^2\le\mathrm{Re}\langle x,Bx\rangle$. With $Be_i=\beta_ie_i$ in an orthonormal basis, it forces $\beta_i>0$. Define
$$Sx=\sum_i\beta_i^{-1/2}\langle e_i,x\rangle\,e_i .$$
This $S=B^{-1/2}$ is Hermitian, and $SBSe_i=\beta_i^{-1/2}\beta_i\beta_i^{-1/2}e_i=e_i$. It is Löwdin's symmetric orthogonalisation; `hid` checks the identity on the basis, which settles it for all vectors.

```lean
/-- Let `L` and `B` be Hermitian operators in finite dimension. If `L` sends a nonzero `v` to a
vector of length at most `r ‖v‖` and the overlap `B` is at least `m > 0`, then `L + δ B` is singular
for some real `δ` with `|δ| ≤ r / m`. -/
theorem pencil_root_of_residual [FiniteDimensional ℂ V] {L B : V →L[ℂ] V}
    (hL : IsHermitianOp L) (hB : IsHermitianOp B) {m r : ℝ} (hm : 0 < m)
    (hpos : ∀ x, m * ‖x‖ ^ 2 ≤ (⟪x, B x⟫_ℂ).re) {v : V} (hv : v ≠ 0)
    (hr : ‖L v‖ ≤ r * ‖v‖) : ∃ δ : ℝ, |δ| ≤ r / m ∧ IsSingular (L + δ • B) := by
  obtain ⟨S, hS, hSBS⟩ := exists_orthogonalisation (B := (B : V →ₗ[ℂ] V))
    (fun x y => hB x y) hm hpos
  have hSBS' : ∀ x, S (B (S x)) = x := hSBS
  have hinj : Function.Injective S := fun x y hxy => by
    rw [← hSBS' x, ← hSBS' y, hxy]
  obtain ⟨w, rfl⟩ := LinearMap.surjective_of_injective hinj v
  have hw : w ≠ 0 := fun h => hv (by rw [h, map_zero])
  have hr0 : 0 ≤ r := le_of_mul_le_mul_right
    (by rw [zero_mul]; exact (norm_nonneg _).trans hr) (norm_pos_iff.mpr hv)
  -- S shrinks squared lengths at least by the factor 1/m
  have hSn : ∀ y, m * ‖S y‖ ^ 2 ≤ ‖y‖ ^ 2 := fun y => by
    have h := hpos (S y)
    rw [hS, hSBS', inner_self_eq_norm_sq_to_K] at h
    exact h.trans_eq (by norm_cast)
  have hres : ‖S (L (S w))‖ ≤ r / m * ‖w‖ := by
    have h1 := hSn (L (S w))
    have h2 := pow_le_pow_left₀ (norm_nonneg _) hr 2
    have h3 : (m * ‖S (L (S w))‖) ^ 2 ≤ (r * ‖w‖) ^ 2 := by
      calc _ = m * (m * ‖S (L (S w))‖ ^ 2) := by ring
        _ ≤ m * (r * ‖S w‖) ^ 2 := mul_le_mul_of_nonneg_left (h1.trans h2) hm.le
        _ = r ^ 2 * (m * ‖S w‖ ^ 2) := by ring
        _ ≤ r ^ 2 * ‖w‖ ^ 2 := mul_le_mul_of_nonneg_left (hSn w) (sq_nonneg r)
        _ = _ := by ring
    have h4 := (sq_le_sq₀ (by positivity) (by positivity)).mp h3
    rw [div_mul_eq_mul_div, le_div_iff₀ hm]
    linarith
  obtain ⟨μ, hμ, u, hu, hTu⟩ := eigenvalue_of_residual
    (T := S ∘ₗ (L : V →ₗ[ℂ] V) ∘ₗ S)
    (fun x y => (hS _ _).trans ((hL _ _).trans (hS _ _))) hw hres
  have hTu' : S (L (S u)) = (μ : ℂ) • u := hTu
  have hLu : L (S u) = (μ : ℂ) • B (S u) := hinj (by
    rw [hTu', LinearMap.map_smul, hSBS'])
  refine ⟨-μ, by rwa [abs_neg], S u, fun h => hu (hinj (by rw [h, map_zero])), ?_⟩
  change L (S u) + (-μ) • B (S u) = 0
  rw [hLu, Complex.coe_smul, neg_smul, add_neg_cancel]
```

Since $SBS=1$, $S$ is injective, hence surjective in finite dimension, and $v=Sw$ with $w\neq0$. Moreover
$$m\|Sy\|^2\le\langle Sy,BSy\rangle=\langle y,SBSy\rangle=\|y\|^2,$$
which is `hSn`. Using it twice gives `hres`:
$$\|SLSw\|\le\frac{\|Lv\|}{\sqrt m}\le\frac{r\|Sw\|}{\sqrt m}\le\frac rm\|w\|.$$
The eigenvalue lemma now supplies $SLSu=\mu u$ with $u\ne0$ and $|\mu|\le r/m$. Because $u=SBSu$, injectivity of $S$ gives $L(Su)=\mu B(Su)$. So $L+\delta B$ annihilates $Su\neq0$ for $\delta=-\mu$.

## The error bound

```lean
/-- In finite dimension, if a Hermitian family with slope at least `m > 0` at `E0` and curvature at
most `K` between `E0` and `E` is singular at `E`, its linearisation is singular at a real energy
shift `x` that differs from `E - E0` by at most `K (E - E0)² / (2 m)`. -/
theorem linearised_root_error [FiniteDimensional ℂ V] {M M' M'' : ℝ → V →L[ℂ] V}
    {K m E0 E : ℝ} (hM : ∀ t, IsHermitianOp (M t))
    (h1 : ∀ t ∈ Set.uIcc E0 E, HasDerivAt M (M' t) t)
    (h2 : ∀ t ∈ Set.uIcc E0 E, HasDerivAt M' (M'' t) t)
    (hK : ∀ t ∈ Set.uIcc E0 E, ‖M'' t‖ ≤ K) (hm : 0 < m)
    (hpos : ∀ v, m * ‖v‖ ^ 2 ≤ (⟪v, M' E0 v⟫_ℂ).re) (hE : IsSingular (M E)) :
    ∃ x : ℝ, IsSingular (M E0 + x • M' E0) ∧
      |x - (E - E0)| ≤ K * (E - E0) ^ 2 / (2 * m) := by
  obtain ⟨v, hv, hMv⟩ := hE
  have hB := hermitian_slope hM (h1 E0 Set.left_mem_uIcc)
  -- the exact null vector has a small residual in the linearised problem
  have hr : ‖(M E0 + (E - E0) • M' E0) v‖ ≤ K * (E - E0) ^ 2 / 2 * ‖v‖ := by
    have h := (M E - (M E0 + (E - E0) • M' E0)).le_of_opNorm_le
      (linearisation_remainder h1 h2 hK) v
    rwa [sub_apply, hMv, zero_sub, norm_neg] at h
  obtain ⟨δ, hδ, hs⟩ := pencil_root_of_residual
    (hermitian_add_smul (hM E0) hB (E - E0)) hB hm hpos hv hr
  refine ⟨E - E0 + δ, by rwa [add_smul, ← add_assoc], ?_⟩
  rw [add_sub_cancel_left]
  exact hδ.trans_eq (by rw [div_div])
```

The hypotheses say that $M(t)$ is Hermitian for every real $t$, that `M'` and `M''` are its first two derivatives between $E_0$ and $E$, that $\|M''\|\le K$ there, and that $M'(E_0)\ge m>0$. The last condition makes $M'(E_0)$ a positive definite overlap matrix; if a secular matrix has the opposite sign convention, $-M$ is the family to use.

Let $M(E)v=0$ with $v\neq0$, and set $L=M(E_0)+\Delta M'(E_0)$. Then $Lv=-(M(E)-L)v$, so $\|Lv\|\le\tfrac12K\Delta^2\|v\|$. The previous theorem with $r=\tfrac12K\Delta^2$ and $B=M'(E_0)$ gives $\delta$, and $x=\Delta+\delta$ satisfies
$$|x-(E-E_0)|\le\frac{K(E-E_0)^2}{2m}.$$

For each exact root the theorem provides a linearised root within this bound. Two exact roots may be given the same linearised one, and the theorem does not match multiplicities or compare eigenvectors.

In one dimension the linearised root is $x=-M(E_0)/M'(E_0)$, a single Newton step from $E_0$. If $K=0$, the bound gives $x=E-E_0$ exactly, in any dimension.

## A family that attains the bound

```lean
/-- A family proportional to the identity, quadratic in the energy `t`, with slope `m` at
`E0`, curvature `K` and a zero at `E`. -/
def quadraticFamily (V : Type*) [NormedAddCommGroup V] [InnerProductSpace ℂ V]
    (m K E0 E t : ℝ) : V →L[ℂ] V :=
  (m * (t - E) + K / 2 * ((t - E0) ^ 2 - (E - E0) ^ 2)) • (1 : V →L[ℂ] V)
```

This is $q(t)\,1$ with
$$q(t)=m(t-E)+\tfrac K2\left[(t-E_0)^2-\Delta^2\right].$$

```lean
/-- For `m > 0`, `K ≥ 0` and a nonzero space `V`, the quadratic family is Hermitian with slope `m +
K (t - E0)` and curvature of norm `K`, it is singular at `E`, and every root of its linearisation
has an error of exactly `K (E - E0)² / (2 m)`. -/
theorem linearised_root_error_sharp [Nontrivial V] {m K : ℝ} (hm : 0 < m) (hK : 0 ≤ K)
    (E0 E : ℝ) :
    (∀ t, IsHermitianOp (quadraticFamily V m K E0 E t)) ∧
    (∀ t, HasDerivAt (quadraticFamily V m K E0 E)
      ((m + K * (t - E0)) • (1 : V →L[ℂ] V)) t) ∧
    (∀ t, HasDerivAt (fun t : ℝ => (m + K * (t - E0)) • (1 : V →L[ℂ] V))
      (K • (1 : V →L[ℂ] V)) t) ∧
    ‖K • (1 : V →L[ℂ] V)‖ = K ∧
    IsSingular (quadraticFamily V m K E0 E E) ∧
    ∀ x : ℝ, IsSingular (quadraticFamily V m K E0 E E0 + x • (m • (1 : V →L[ℂ] V))) →
      |x - (E - E0)| = K * (E - E0) ^ 2 / (2 * m) := by
  have hd : ∀ a t : ℝ, HasDerivAt (fun t : ℝ => t - a) 1 t := fun a t =>
    (hasDerivAt_id' t).sub_const a
  refine ⟨fun t => ?_, fun t => ?_, fun t => ?_, ?_, ?_, fun x hx => ?_⟩
  · have h : ∀ c : ℝ, IsHermitianOp (c • (1 : V →L[ℂ] V)) := fun c => by
      simpa only [zero_add] using hermitian_add_smul (A := (0 : V →L[ℂ] V))
        (B := 1) (fun x y => by simp) (fun _ _ => rfl) c
    exact h _
  · have hp : HasDerivAt (fun t : ℝ => (t - E0) ^ 2) (2 * (t - E0)) t := by
      simpa using (hd E0 t).fun_pow 2
    exact ((((hd E t).const_mul m).fun_add
      ((hp.sub_const ((E - E0) ^ 2)).const_mul (K / 2))).congr_deriv
        (by ring)).smul_const (1 : V →L[ℂ] V)
  · exact ((((hd E0 t).const_mul K).const_add m).congr_deriv
      (by ring)).smul_const (1 : V →L[ℂ] V)
  · rw [norm_smul, norm_one, mul_one, Real.norm_eq_abs, abs_of_nonneg hK]
  · obtain ⟨v, hv⟩ := exists_ne (0 : V)
    exact ⟨v, hv, by simp [quadraticFamily]⟩
  · obtain ⟨v, hv, h⟩ := hx
    -- on the identity the linearised problem is one scalar equation
    rw [quadraticFamily, smul_smul, ← add_smul] at h
    have h3 := (smul_eq_zero.mp
      (show (m * (E0 - E) + K / 2 * ((E0 - E0) ^ 2 - (E - E0) ^ 2) + x * m) • v = 0
        from h)).resolve_right hv
    have h4 : x - (E - E0) = K * (E - E0) ^ 2 / (2 * m) := by
      rw [eq_div_iff (by positivity)]
      linear_combination 2 * h3
    rw [h4, abs_of_nonneg (by positivity)]

end

end EnergyLinearisation
```

The clauses state, in order, Hermiticity, the two derivatives, the curvature norm $K$, singularity at $E$, and the error of every linearised root. `Nontrivial V` means that `V` contains a nonzero vector. The linearised problem is the scalar equation $q(E_0)+xm=0$, where $q(E_0)=-m\Delta-\tfrac12K\Delta^2$. Hence $x=\Delta+K\Delta^2/(2m)$, and the constant in the bound is the best possible.

## The generalised eigenvalue problem in a calculation

In augmented-wave and multiple-scattering methods, one-electron energies can be sought as the energies where a secular matrix is singular. For a finite Hermitian matrix with positive slope at $E_0$, linearisation replaces that search by
$$-M(E_0)u=x\,M'(E_0)u,$$
which a Hermitian generalised eigensolver handles in one diagonalisation, with energy estimates $E_0+x$. Here the secular matrix itself is linearised. The LAPW method instead linearises the radial functions of its basis in energy, and the bound is not an error estimate for its energies. Halving the distance from $E_0$ to the exact energy divides the bound by four, at fixed $K$ and $m$. Secular matrices of these methods can have poles in the energy, and the bound covers only exact energies with no pole between them and $E_0$.

```lean
#print axioms EnergyLinearisation.linearised_root_error
#print axioms EnergyLinearisation.linearised_root_error_sharp
```

```
'EnergyLinearisation.linearised_root_error' depends on axioms: [propext, Classical.choice, Quot.sound]
'EnergyLinearisation.linearised_root_error_sharp' depends on axioms: [propext, Classical.choice, Quot.sound]
```
